# The periodic Ising chain satisfies the Dolan–Grady relations

## Spins given by their multiplication rules

The spins here are elements $X_j$, $Z_j$ of an arbitrary ring, known only through their multiplication rules, and not matrices of a chosen size. The site label $j$ runs over the integers modulo $n$, so site $n-1$ is followed by site $0$ and the chain is closed. The rules are those of the Pauli operators $\sigma^x_j$ and $\sigma^z_j$:

- $X_j^2 = Z_j^2 = 1$;
- $X_jZ_j = -Z_jX_j$ on the same site;
- all other pairs commute.

From these one forms the two parts of the transverse-field Ising Hamiltonian,

$$A=\sum_j X_j,\qquad B=\sum_j Z_jZ_{j+1},\qquad H=-hA-JB,$$

with a uniform field $h$ and a uniform coupling $J$. Only $A$ and $B$ enter the theorem.

## The two relations

Write $[x,y]=xy-yx$. For every $n\ge 1$,

$$[A,[A,[A,B]]]=16\,[A,B],\qquad [B,[B,[B,A]]]=16\,[B,A].$$

In Lean, `IsSpinChain X Z` collects the multiplication rules, `comm` is the commutator, and `fieldSum X` and `bondSum Z` are $A$ and $B$. The theorem `dolan_grady` states both relations. Its assumption `[NeZero n]` excludes $n=0$, for which `ZMod n` would be the infinite set of integers.

The two smallest chains follow the same formula for $B$. For $n=2$ the pair of sites is counted twice, so $B=2Z_0Z_1$. For $n=1$ the only bond is $Z_0^2=1$, and both relations read $0=0$.

The statement concerns a closed chain with uniform terms. Open ends, site-dependent couplings and a longitudinal field are not covered, and neither the spectrum of $H$ nor its conserved charges are derived.

## Where the factor 16 comes from

**One anticommuting element.** Let $ub=-bu$. Then $[u,b]=ub-bu=2ub$. The product $ub$ again anticommutes with $u$, since $(ub)u=-u(ub)$. Each further commutator therefore multiplies by $2u$ from the left:

$$[u,[u,[u,b]]]=8u^3b.$$

**Two commuting involutions.** Let $p^2=q^2=1$ and $pq=qp$, and let both anticommute with $b$. Put $u=p+q$. Then $u^2=2+2pq$, and since $pqp=q$ and $pqq=p$,

$$u^3=2p+2q+2pqp+2pqq=4(p+q)=4u.$$

Hence $[u,[u,[u,b]]]=32\,ub=16\cdot 2ub=16\,[u,b]$.

**Spectator terms.** Let $r$ commute with $u$ and $b$. Then $[u+r,b]=[u,b]$. This commutator again commutes with $r$, so $r$ also drops out of the second and third commutators.

**The first relation.** Take $n\ge2$, so that $j\ne j+1$. The bond $Z_jZ_{j+1}$ anticommutes with $X_j$ and $X_{j+1}$ and commutes with every other field term. With $u=X_j+X_{j+1}$ and the remaining fields as spectators,

$$[A,[A,[A,Z_jZ_{j+1}]]]=16\,[A,Z_jZ_{j+1}].$$

The nested commutator is linear in its innermost entry, so summing over $j$ gives the relation for $B$.

**The second relation.** The field term $X_i$ anticommutes with the bonds $Z_{i-1}Z_i$ and $Z_iZ_{i+1}$ and commutes with the others. The bonds commute with each other and square to one. The same argument gives $[B,[B,[B,X_i]]]=16\,[B,X_i]$, and one sums over $i$.

**An open pair.** Two distinct sites $i$ and $k$ joined by a single bond $b=Z_iZ_k$ behave differently. With $a=X_i+X_k$ and $b^2=1$,

$$[b,[b,[b,a]]]=8b^3a=8ba=4\,[b,a].$$

The factor falls from 16 to 4 because each spin now meets one bond instead of two.

## Spin matrices without the factor of two

The condition $X_j^2=1$ fixes the normalisation. Take the Pauli matrices on two sites and replace each $X_j$ by $X'_j=2X_j$. All the other rules survive, but $X_j'^2=4$. With $A'=2A$ the first relation becomes

$$[A',[A',[A',B]]]=64\,[A',B].$$

Here $[A',B]=2A'B$ is not zero, because $A'\neq0$ and $B=2Z_0Z_1$ is invertible. The relation with factor 16 therefore fails.

The same scaling matters in code that uses spin-½ matrices $S=\sigma/2$. If the field part is built from $S^x_j$, the first factor is 4; if the bond part is built from $S^z_jS^z_{j+1}$, the second factor is 1.

## Rotating the coupling in a Trotter step

In a split-step simulation of this uniform, closed and finite chain, the field part of $H$ contributes the factor $e^{i\theta A}$, where $\theta=h\,\Delta t/\hbar$ for a first-order splitting with time step $\Delta t$. Its action on $B$ is a series of nested commutators. The first relation reduces every term beyond the second order to $[A,B]$ or $[A,[A,B]]$, and the series sums to

$$e^{i\theta A}Be^{-i\theta A}=B+\frac{i\sin4\theta}{4}[A,B]+\frac{\cos4\theta-1}{16}[A,[A,B]].$$

A program can thus conjugate $B$ with two commutators and no matrix exponential. Comparing the two sides numerically for three or four sites at a generic angle reveals a sign of $\theta$ that differs between the two sides, or a wrong scale of the $X_j$. A wrong sign of $\theta$ used on both sides goes unnoticed. The comparison does not test the periodic bond, or the sign and scale of $B$, because the formula is linear in $B$ and holds for each bond separately.

## The Lean file

```lean
import Mathlib

open Finset

namespace IsingDolanGrady

variable {R : Type*} [Ring R] {n : ℕ}

/-- The commutator `[x, y] = x y - y x`. -/
def comm (x y : R) : R := x * y - y * x

/-- Spin operators on a ring of `n` sites: they square to one, `X` and `Z` anticommute on the
same site, and all other pairs commute. -/
structure IsSpinChain (X Z : ZMod n → R) : Prop where
  X_sq : ∀ j, X j * X j = 1
  Z_sq : ∀ j, Z j * Z j = 1
  anti : ∀ j, X j * Z j = -(Z j * X j)
  XX : ∀ i j, Commute (X i) (X j)
  ZZ : ∀ i j, Commute (Z i) (Z j)
  XZ : ∀ i j, i ≠ j → Commute (X i) (Z j)

/-- The transverse-field part `A = ∑ X_j` of the Ising chain. -/
def fieldSum [NeZero n] (X : ZMod n → R) : R := ∑ j, X j

/-- The nearest-neighbour coupling `B = ∑ Z_j Z_{j+1}` of the periodic Ising chain. -/
def bondSum [NeZero n] (Z : ZMod n → R) : R := ∑ j, Z j * Z (j + 1)

/-- If `u` anticommutes with `b`, then `[u, b] = 2 u b` and `[u, [u, [u, b]]] = 8 u³ b`. -/
theorem comm_of_anticommute {u b : R} (h : u * b = -(b * u)) :
    comm u b = 2 * (u * b) ∧ comm u (comm u (comm u b)) = 8 * (u * u * u * b) := by
  have e : b * u = -(u * b) := by rw [h, neg_neg]
  have h1 : ∀ y : R, y * u = -(u * y) → comm u y = u * y + u * y := by
    intro y hy
    rw [comm, hy, sub_neg_eq_add]
  have h2 : ∀ y : R, y * u = -(u * y) → (u * y + u * y) * u = -(u * (u * y + u * y)) := by
    intro y hy
    rw [add_mul, mul_assoc, hy]
    noncomm_ring
  constructor
  · rw [h1 b e, two_mul]
  · rw [h1 b e, h1 _ (h2 b e), h1 _ (h2 _ (h2 b e))]
    noncomm_ring

/-- Two commuting involutions that both anticommute with `b` have a sum `u` obeying
`[u, [u, [u, b]]] = 16 [u, b]`. -/
theorem triple_comm_pair {p q b : R} (hp : p * p = 1) (hq : q * q = 1) (hpq : Commute p q)
    (hpb : p * b = -(b * p)) (hqb : q * b = -(b * q)) :
    comm (p + q) (comm (p + q) (comm (p + q) b)) = 16 * comm (p + q) b := by
  have hu : (p + q) * b = -(b * (p + q)) := by
    rw [add_mul, mul_add, hpb, hqb, neg_add]
  -- the cube of the sum is four times the sum
  have hsq : (p + q) * (p + q) = 2 + 2 * (p * q) := by
    rw [add_mul, mul_add, mul_add, hp, hq, ← hpq.eq, two_mul, ← one_add_one_eq_two]
    abel
  have h3 : p * q * p = q := by rw [hpq.eq, mul_assoc, hp, mul_one]
  have h4 : p * q * q = p := by rw [mul_assoc, hq, mul_one]
  have hcube : (p + q) * (p + q) * (p + q) = 4 * (p + q) := by
    rw [hsq, add_mul, mul_assoc 2 (p * q), mul_add (p * q), h3, h4]
    noncomm_ring
  rw [(comm_of_anticommute hu).2, (comm_of_anticommute hu).1, hcube]
  noncomm_ring

/-- A term `r` that commutes with `u` and `b` drops out of the single and the triple commutator
of `u + r` with `b`. -/
theorem comm_drop {u r b : R} (hu : Commute r u) (hb : Commute r b) :
    comm (u + r) b = comm u b ∧
      comm (u + r) (comm (u + r) (comm (u + r) b)) = comm u (comm u (comm u b)) := by
  have h1 : ∀ y : R, Commute r y → comm (u + r) y = comm u y := by
    intro y hy
    rw [comm, comm, add_mul, mul_add, hy.eq, add_sub_add_right_eq_sub]
  have h2 : ∀ y : R, Commute r y → Commute r (comm u y) := fun y hy =>
    (hu.mul_right hy).sub_right (hy.mul_right hu)
  exact ⟨h1 b hb, by rw [h1 b hb, h1 _ (h2 b hb), h1 _ (h2 _ (h2 b hb))]⟩

/-- If exactly two members of a commuting family anticommute with `b`, both being involutions,
and the others commute with `b`, then the sum `S` of the family obeys
`[S, [S, [S, b]]] = 16 [S, b]`. -/
theorem triple_comm_sum {ι : Type*} [Fintype ι] [DecidableEq ι] (a : ι → R) (b : R) {p q : ι}
    (hpq : p ≠ q) (hp : a p * a p = 1) (hq : a q * a q = 1) (ha : ∀ i j, Commute (a i) (a j))
    (hpb : a p * b = -(b * a p)) (hqb : a q * b = -(b * a q))
    (hrest : ∀ i, i ≠ p → i ≠ q → Commute (a i) b) :
    comm (∑ i, a i) (comm (∑ i, a i) (comm (∑ i, a i) b)) = 16 * comm (∑ i, a i) b := by
  have hs : ∑ i, a i = (a p + a q) + ∑ i ∈ (univ.erase p).erase q, a i := by
    rw [← add_sum_erase univ a (mem_univ p),
      ← add_sum_erase (univ.erase p) a (show q ∈ univ.erase p by simp [hpq.symm]), add_assoc]
  have hu : Commute (∑ i ∈ (univ.erase p).erase q, a i) (a p + a q) :=
    Commute.sum_left _ _ _ fun i _ => (ha i p).add_right (ha i q)
  have hb : Commute (∑ i ∈ (univ.erase p).erase q, a i) b := by
    refine Commute.sum_left _ _ _ fun i hi => ?_
    simp only [mem_erase, mem_univ, and_true] at hi
    exact hrest i hi.2 hi.1
  rw [hs, (comm_drop hu hb).2, (comm_drop hu hb).1]
  exact triple_comm_pair hp hq (ha p q) hpb hqb

/-- A spin flip `X_i` anticommutes with a bond `Z_i Z_k` to a different site. -/
theorem IsSpinChain.anti_bond {X Z : ZMod n → R} (h : IsSpinChain X Z) {i k : ZMod n}
    (hik : i ≠ k) : X i * (Z i * Z k) = -(Z i * Z k * X i) := by
  rw [← mul_assoc, h.anti, neg_mul, mul_assoc, (h.XZ i k hik).eq, mul_assoc]

/-- A bond `Z_i Z_k` squares to one. -/
theorem IsSpinChain.bond_sq {X Z : ZMod n → R} (h : IsSpinChain X Z) (i k : ZMod n) :
    Z i * Z k * (Z i * Z k) = 1 := by
  rw [(h.ZZ k i).mul_mul_mul_comm, h.Z_sq, h.Z_sq, one_mul]

/-- **Dolan-Grady relations of the Ising chain**: on a periodic chain of any length,
`[A, [A, [A, B]]] = 16 [A, B]` and `[B, [B, [B, A]]] = 16 [B, A]`. -/
theorem dolan_grady [NeZero n] {X Z : ZMod n → R} (h : IsSpinChain X Z) :
    comm (fieldSum X) (comm (fieldSum X) (comm (fieldSum X) (bondSum Z)))
        = 16 * comm (fieldSum X) (bondSum Z) ∧
      comm (bondSum Z) (comm (bondSum Z) (comm (bondSum Z) (fieldSum X)))
        = 16 * comm (bondSum Z) (fieldSum X) := by
  have comm_sum : ∀ (x : R) (f : ZMod n → R), comm x (∑ j, f j) = ∑ j, comm x (f j) := by
    intro x f
    simp only [comm, mul_sum, sum_mul, sum_sub_distrib]
  by_cases h1 : (1 : ZMod n) = 0
  · -- a single site: the bond is the identity, so the field sum and the bond sum commute
    have hc : Commute (fieldSum X) (bondSum Z) := by
      refine Commute.sum_right _ _ _ fun j _ => ?_
      rw [h1, add_zero, h.Z_sq]
      exact Commute.one_right _
    have hAB : comm (fieldSum X) (bondSum Z) = 0 := sub_eq_zero.2 hc.eq
    have hBA : comm (bondSum Z) (fieldSum X) = 0 := sub_eq_zero.2 hc.eq.symm
    rw [hAB, hBA]
    simp [comm]
  have hne : ∀ j : ZMod n, j ≠ j + 1 := fun j hj => h1 (left_eq_add.1 hj)
  constructor
  · -- the bond at `j` meets only the fields at `j` and `j + 1`
    unfold fieldSum bondSum
    simp only [comm_sum, mul_sum]
    refine sum_congr rfl fun j _ => ?_
    refine triple_comm_sum X _ (hne j) (h.X_sq _) (h.X_sq _) h.XX (h.anti_bond (hne j)) ?_
      fun i hi hi' => (h.XZ i j hi).mul_right (h.XZ i (j + 1) hi')
    rw [(h.ZZ j (j + 1)).eq]
    exact h.anti_bond (hne j).symm
  · -- the field at `i` meets only the bonds starting at `i - 1` and `i`
    unfold fieldSum bondSum
    simp only [comm_sum, mul_sum]
    refine sum_congr rfl fun i _ => ?_
    have hi : i - 1 ≠ i := fun e => h1 (sub_eq_self.1 e)
    refine triple_comm_sum (fun j => Z j * Z (j + 1)) (X i) hi (h.bond_sq _ _) (h.bond_sq _ _)
      (fun j k => ((h.ZZ j k).mul_right (h.ZZ j _)).mul_left ((h.ZZ _ k).mul_right (h.ZZ _ _)))
      ?_ ?_ fun k hk hk' => ?_
    · rw [sub_add_cancel, (h.ZZ (i - 1) i).eq, h.anti_bond hi.symm, neg_neg]
    · rw [h.anti_bond (hne i), neg_neg]
    · exact ((h.XZ i k (Ne.symm hk')).mul_right
        (h.XZ i (k + 1) fun e => hk (eq_sub_of_add_eq e.symm))).symm

/-- On an open pair of sites with the single bond `b = Z_i Z_k` and field `a = X_i + X_k`, the
triple commutator is `[b, [b, [b, a]]] = 4 [b, a]`. -/
theorem open_pair {X Z : ZMod n → R} (h : IsSpinChain X Z) {i k : ZMod n} (hik : i ≠ k) :
    comm (Z i * Z k) (comm (Z i * Z k) (comm (Z i * Z k) (X i + X k)))
      = 4 * comm (Z i * Z k) (X i + X k) := by
  have hk : X k * (Z i * Z k) = -(Z i * Z k * X k) := by
    rw [(h.ZZ i k).eq]
    exact h.anti_bond hik.symm
  have hb : Z i * Z k * (X i + X k) = -((X i + X k) * (Z i * Z k)) := by
    rw [add_mul, h.anti_bond hik, hk, mul_add, neg_add, neg_neg, neg_neg]
  rw [(comm_of_anticommute hb).2, (comm_of_anticommute hb).1, h.bond_sq, one_mul,
    ← mul_assoc (4 : R) 2, show (4 : R) * 2 = 8 by norm_num]

/-- The spin configuration `s` with the spin at site `j` reversed. -/
def flip (j : ZMod n) (s : ZMod n → Bool) : ZMod n → Bool := fun i => if i = j then !s i else s i

/-- The value `1` or `-1` of a two-valued spin. -/
def sgn (b : Bool) : ℂ := if b then 1 else -1

/-- The Pauli operator `X_j` on wave functions of `n` spins: it reverses the spin at `j`. -/
def pauliX (j : ZMod n) : Module.End ℂ ((ZMod n → Bool) → ℂ) where
  toFun ψ s := ψ (flip j s)
  map_add' _ _ := rfl
  map_smul' _ _ := rfl

/-- The Pauli operator `Z_j` on wave functions of `n` spins: it multiplies by the spin at `j`. -/
def pauliZ (j : ZMod n) : Module.End ℂ ((ZMod n → Bool) → ℂ) where
  toFun ψ s := sgn (s j) * ψ s
  map_add' _ _ := funext fun _ => mul_add _ _ _
  map_smul' _ _ := funext fun _ => mul_left_comm _ _ _

/-- The Pauli operators on wave functions of `n` spins satisfy the spin-chain relations. -/
theorem isSpinChain_witness : IsSpinChain (pauliX (n := n)) (pauliZ (n := n)) where
  X_sq j := by
    refine LinearMap.ext fun ψ => funext fun s => ?_
    change ψ (flip j (flip j s)) = ψ s
    congr 1
    funext k
    by_cases hk : k = j <;> simp [flip, hk]
  Z_sq j := by
    refine LinearMap.ext fun ψ => funext fun s => ?_
    change sgn (s j) * (sgn (s j) * ψ s) = ψ s
    cases s j <;> simp [sgn]
  anti j := by
    refine LinearMap.ext fun ψ => funext fun s => ?_
    change sgn (flip j s j) * ψ (flip j s) = -(sgn (s j) * ψ (flip j s))
    have e : flip j s j = !s j := by simp [flip]
    rw [e]
    cases s j <;> simp [sgn]
  XX i j := by
    change pauliX i * pauliX j = pauliX j * pauliX i
    refine LinearMap.ext fun ψ => funext fun s => ?_
    change ψ (flip j (flip i s)) = ψ (flip i (flip j s))
    congr 1
    funext k
    simp only [flip]
    split_ifs <;> rfl
  ZZ i j := by
    change pauliZ i * pauliZ j = pauliZ j * pauliZ i
    exact LinearMap.ext fun ψ => funext fun s => mul_left_comm (sgn (s i)) (sgn (s j)) (ψ s)
  XZ i j hij := by
    change pauliX i * pauliZ j = pauliZ j * pauliX i
    refine LinearMap.ext fun ψ => funext fun s => ?_
    change sgn (flip i s j) * ψ (flip i s) = sgn (s j) * ψ (flip i s)
    have e : flip i s j = s j := by simp [flip, hij.symm]
    rw [e]

end IsingDolanGrady
```

```lean
#print axioms IsingDolanGrady.dolan_grady
-- 'IsingDolanGrady.dolan_grady' depends on axioms: [propext, Classical.choice, Quot.sound]
#print axioms IsingDolanGrady.open_pair
-- 'IsingDolanGrady.open_pair' depends on axioms: [propext]
```

## How the proof follows the calculation

`comm_of_anticommute` is the first step of the derivation. Inside it, `h1` says that a commutator with an anticommuting element doubles the product, and `h2` says that the result still anticommutes with $u$. Applying them in turn produces the factor 8.

`triple_comm_pair` handles two involutions. Its intermediate results `hsq` and `hcube` are $u^2=2+2pq$ and $u^3=4u$. `comm_drop` removes a spectator from the single and the triple commutator.

`triple_comm_sum` joins these lemmas for a finite commuting family. It splits off the members with indices `p` and `q`, shows that the remaining sum is a spectator, and applies the pair result. Only the indices need to differ. The two elements may be equal, as happens for $n=2$, where both bonds are the same product.

`IsSpinChain.anti_bond` and `IsSpinChain.bond_sq` supply the facts about bonds: a spin flip at one end of a bond between different sites changes its sign, and every bond squares to one.

The main proof first establishes linearity of the commutator in its second entry, under the name `comm_sum`. It then separates the case $1=0$ in `ZMod n`, which is the single site. There $A$ and $B$ commute and all commutators vanish. Otherwise `hne` gives $j\neq j+1$. In each half, `simp only [comm_sum, mul_sum]` turns the relation into an equality of two sums, and `sum_congr` reduces it to one term. `triple_comm_sum` is then applied with the fields at $j$ and $j+1$, or with the bonds starting at $i-1$ and $i$.

`open_pair` uses `comm_of_anticommute` directly, with the single bond in the role of $u$.

The last definitions connect the abstract rules with quantum mechanics. A wave function assigns a complex number to each configuration of $n$ two-valued spins. `pauliX j` evaluates it at the configuration with spin $j$ reversed, and `pauliZ j` multiplies it by the sign of spin $j$. `isSpinChain_witness` checks the rules by evaluating both sides on an arbitrary wave function and configuration. For every positive $n$, `dolan_grady` therefore applies to these operators.
